# In the BPP model $T_2$ never exceeds $T_1$, and they are equal only at zero Larmor frequency

In the Bloembergen–Purcell–Pound (BPP) model, with a single correlation time $s>0$ and coupling strength $K>0$, the transverse and longitudinal relaxation times satisfy $T_2\le T_1$ at every real Larmor frequency $w$. Equality holds exactly when $w=0$.

```lean
import Mathlib

namespace BPPRelaxation

noncomputable section

/-- Lorentzian spectral density at frequency `w` of a motion with correlation time `s`. -/
def spectralDensity (s w : ℝ) : ℝ := s / (1 + w ^ 2 * s ^ 2)

/-- Longitudinal relaxation rate `1/T1` at Larmor frequency `w`, with coupling strength `K`. -/
def rateOne (K s w : ℝ) : ℝ :=
  K * (spectralDensity s w + 4 * spectralDensity s (2 * w))

/-- Transverse relaxation rate `1/T2` at Larmor frequency `w`, with coupling strength `K`. -/
def rateTwo (K s w : ℝ) : ℝ :=
  K / 2 * (3 * spectralDensity s 0 + 5 * spectralDensity s w + 2 * spectralDensity s (2 * w))

/-- Longitudinal relaxation time. -/
def T1 (K s w : ℝ) : ℝ := 1 / rateOne K s w

/-- Transverse relaxation time. -/
def T2 (K s w : ℝ) : ℝ := 1 / rateTwo K s w

/-- Both relaxation rates are positive. -/
theorem rates_pos {K s : ℝ} (hK : 0 < K) (hs : 0 < s) (w : ℝ) :
    0 < rateOne K s w ∧ 0 < rateTwo K s w := by
  unfold rateOne rateTwo spectralDensity
  constructor <;> positivity

/-- The two relaxation rates as rational functions of the product `w * s` of Larmor frequency
and correlation time. -/
theorem rates_closed_form (K s w : ℝ) :
    rateOne K s w =
      K * s * (5 + 8 * (w * s) ^ 2) / ((1 + (w * s) ^ 2) * (1 + 4 * (w * s) ^ 2)) ∧
    rateTwo K s w =
      K * s * (10 + 37 * (w * s) ^ 2 + 12 * (w * s) ^ 4) /
        (2 * ((1 + (w * s) ^ 2) * (1 + 4 * (w * s) ^ 2))) := by
  have hx : 0 ≤ (w * s) ^ 2 := sq_nonneg _
  have e0 : spectralDensity s 0 = s := by simp [spectralDensity]
  have e1 : spectralDensity s w = s / (1 + (w * s) ^ 2) := by
    unfold spectralDensity
    rw [show w ^ 2 * s ^ 2 = (w * s) ^ 2 by ring]
  have e2 : spectralDensity s (2 * w) = s / (1 + 4 * (w * s) ^ 2) := by
    unfold spectralDensity
    rw [show (2 * w) ^ 2 * s ^ 2 = 4 * (w * s) ^ 2 by ring]
  unfold rateOne rateTwo
  rw [e0, e1, e2, show (w * s) ^ 4 = ((w * s) ^ 2) ^ 2 by ring]
  -- only the square of `w * s` matters from here on
  generalize (w * s) ^ 2 = x at hx ⊢
  have h1 : 1 + x ≠ 0 := by positivity
  have h4 : 1 + 4 * x ≠ 0 := by positivity
  constructor <;> field_simp <;> ring

/-- The ratio `T1/T2` in closed form; it depends only on the product `w * s`. -/
theorem T1_div_T2 {K s : ℝ} (hK : 0 < K) (hs : 0 < s) (w : ℝ) :
    T1 K s w / T2 K s w =
      1 + 3 * (w * s) ^ 2 * (7 + 4 * (w * s) ^ 2) / (2 * (5 + 8 * (w * s) ^ 2)) := by
  have hx : 0 ≤ (w * s) ^ 2 := sq_nonneg _
  unfold T1 T2
  rw [(rates_closed_form K s w).1, (rates_closed_form K s w).2,
    show (w * s) ^ 4 = ((w * s) ^ 2) ^ 2 by ring]
  generalize (w * s) ^ 2 = x at hx ⊢
  have h1 : 1 + x ≠ 0 := by positivity
  have h4 : 1 + 4 * x ≠ 0 := by positivity
  have h5 : 5 + 8 * x ≠ 0 := by positivity
  have h6 : 10 + 37 * x + 12 * x ^ 2 ≠ 0 := by positivity
  field_simp
  ring

/-- The transverse relaxation time never exceeds the longitudinal one, and the two are equal
exactly at zero Larmor frequency. -/
theorem T2_le_T1_and_eq_iff {K s : ℝ} (hK : 0 < K) (hs : 0 < s) (w : ℝ) :
    T2 K s w ≤ T1 K s w ∧ (T2 K s w = T1 K s w ↔ w = 0) := by
  have h2 : 0 < T2 K s w := one_div_pos.mpr (rates_pos hK hs w).2
  have h : T1 K s w =
      (1 + 3 * (w * s) ^ 2 * (7 + 4 * (w * s) ^ 2) / (2 * (5 + 8 * (w * s) ^ 2)))
        * T2 K s w := by
    rw [← T1_div_T2 hK hs w, div_mul_cancel₀ _ h2.ne']
  refine ⟨?_, ?_, ?_⟩
  · have hg : 0 ≤ 3 * (w * s) ^ 2 * (7 + 4 * (w * s) ^ 2) / (2 * (5 + 8 * (w * s) ^ 2)) := by
      positivity
    rw [h]
    nlinarith [mul_nonneg hg h2.le]
  · -- away from zero frequency the correction to the ratio is strictly positive
    intro he
    by_contra hw
    have hw' : w ≠ 0 := hw
    have hx : 0 < (w * s) ^ 2 := by positivity
    have hg : 0 < 3 * (w * s) ^ 2 * (7 + 4 * (w * s) ^ 2) / (2 * (5 + 8 * (w * s) ^ 2)) := by
      positivity
    rw [h] at he
    nlinarith [mul_pos hg h2]
  · rintro rfl
    rw [h]
    simp

/-- At fixed correlation time the ratio `T1/T2` grows strictly with the Larmor frequency `w` on the
range `w ≥ 0`. -/
theorem ratio_strictMono {K s : ℝ} (hK : 0 < K) (hs : 0 < s) :
    StrictMonoOn (fun w => T1 K s w / T2 K s w) (Set.Ici 0) := by
  intro v hv w _ hvw
  have hv' : 0 ≤ v := hv
  show T1 K s v / T2 K s v < T1 K s w / T2 K s w
  rw [T1_div_T2 hK hs, T1_div_T2 hK hs]
  have hlt : (v * s) ^ 2 < (w * s) ^ 2 :=
    pow_lt_pow_left₀ (mul_lt_mul_of_pos_right hvw hs) (by positivity) (by norm_num)
  have ha : 0 ≤ (v * s) ^ 2 := sq_nonneg _
  have hb : 0 ≤ (w * s) ^ 2 := sq_nonneg _
  generalize (v * s) ^ 2 = a at *
  generalize (w * s) ^ 2 = b at *
  have key : 3 * a * (7 + 4 * a) / (2 * (5 + 8 * a)) <
      3 * b * (7 + 4 * b) / (2 * (5 + 8 * b)) := by
    rw [div_lt_div_iff₀ (by positivity) (by positivity)]
    have hp : 0 < 35 + 20 * (a + b) + 32 * (a * b) := by positivity
    nlinarith [mul_pos (sub_pos.mpr hlt) hp]
  linarith

/-- When the correlation time grows from `a` to `b`, the spectral density at any frequency
drops by at most `(b - a) / 8`. -/
theorem spectralDensity_drop {a b : ℝ} (hab : a ≤ b) (w : ℝ) :
    spectralDensity a w - spectralDensity b w ≤ (b - a) / 8 := by
  have h1 : 1 + w ^ 2 * a ^ 2 ≠ 0 := by positivity
  have h2 : 1 + w ^ 2 * b ^ 2 ≠ 0 := by positivity
  -- the slack in the bound is a sum of squares times a nonnegative factor
  have key : (b - a) / 8 - (spectralDensity a w - spectralDensity b w) =
      (b - a) * ((w ^ 2 * a * b - 3) ^ 2 + (w * a - w * b) ^ 2) /
        (8 * ((1 + w ^ 2 * a ^ 2) * (1 + w ^ 2 * b ^ 2))) := by
    unfold spectralDensity
    field_simp
    ring
  have hpos : 0 ≤ (b - a) * ((w ^ 2 * a * b - 3) ^ 2 + (w * a - w * b) ^ 2) /
      (8 * ((1 + w ^ 2 * a ^ 2) * (1 + w ^ 2 * b ^ 2))) :=
    div_nonneg (mul_nonneg (sub_nonneg.mpr hab) (by positivity)) (by positivity)
  linarith

/-- At fixed Larmor frequency `T2` decreases strictly as the correlation time grows. -/
theorem T2_strictAnti {K : ℝ} (hK : 0 < K) (w : ℝ) :
    StrictAntiOn (fun s => T2 K s w) (Set.Ioi 0) := by
  intro a ha b _ hab
  show 1 / rateTwo K b w < 1 / rateTwo K a w
  apply one_div_lt_one_div_of_lt (rates_pos hK ha w).2
  have e0 : ∀ u, spectralDensity u 0 = u := fun u => by simp [spectralDensity]
  unfold rateTwo
  rw [e0, e0]
  -- the zero-frequency term outweighs any loss at `w` and `2 * w`
  have d1 := spectralDensity_drop hab.le w
  have d2 := spectralDensity_drop hab.le (2 * w)
  exact mul_lt_mul_of_pos_left (by linarith) (by positivity)

/-- The derivative of the longitudinal rate `1/T1` with respect to the correlation time,
at fixed Larmor frequency. -/
theorem rateOne_hasDerivAt (K s w : ℝ) :
    HasDerivAt (fun u => rateOne K u w)
      (K * (5 - (w * s) ^ 2 - 20 * (w * s) ^ 4 - 32 * (w * s) ^ 6) /
        ((1 + (w * s) ^ 2) ^ 2 * (1 + 4 * (w * s) ^ 2) ^ 2)) s := by
  have hJ : ∀ v : ℝ, HasDerivAt (fun u => spectralDensity u v)
      ((1 - v ^ 2 * s ^ 2) / (1 + v ^ 2 * s ^ 2) ^ 2) s := by
    intro v
    have hne : 1 + v ^ 2 * s ^ 2 ≠ 0 := by positivity
    have hd : HasDerivAt (fun u : ℝ => 1 + v ^ 2 * u ^ 2) (v ^ 2 * (2 * s)) s :=
      (((hasDerivAt_pow 2 s).const_mul (v ^ 2)).const_add 1).congr_deriv (by norm_num)
    unfold spectralDensity
    refine ((hasDerivAt_id' s).fun_div hd hne).congr_deriv ?_
    congr 1
    ring
  unfold rateOne
  refine (((hJ w).fun_add ((hJ (2 * w)).const_mul 4)).const_mul K).congr_deriv ?_
  have hx : 0 ≤ (w * s) ^ 2 := sq_nonneg _
  rw [show (2 * w) ^ 2 * s ^ 2 = 4 * (w * s) ^ 2 by ring,
    show w ^ 2 * s ^ 2 = (w * s) ^ 2 by ring,
    show (w * s) ^ 4 = ((w * s) ^ 2) ^ 2 by ring,
    show (w * s) ^ 6 = ((w * s) ^ 2) ^ 3 by ring]
  generalize (w * s) ^ 2 = x at hx ⊢
  have h1 : 1 + x ≠ 0 := by positivity
  have h4 : 1 + 4 * x ≠ 0 := by positivity
  field_simp
  ring

end

end BPPRelaxation
```

```lean
#print axioms BPPRelaxation.T2_le_T1_and_eq_iff
#print axioms BPPRelaxation.ratio_strictMono
#print axioms BPPRelaxation.T2_strictAnti
#print axioms BPPRelaxation.rateOne_hasDerivAt
```

```
'BPPRelaxation.T2_le_T1_and_eq_iff' depends on axioms: [propext, Classical.choice, Quot.sound]
'BPPRelaxation.ratio_strictMono' depends on axioms: [propext, Classical.choice, Quot.sound]
'BPPRelaxation.T2_strictAnti' depends on axioms: [propext, Classical.choice, Quot.sound]
'BPPRelaxation.rateOne_hasDerivAt' depends on axioms: [propext, Classical.choice, Quot.sound]
```

## Rates built from one Lorentzian

The model describes relaxation of a pair of like spins by their fluctuating dipolar coupling as the molecule tumbles isotropically. The memory of the motion decays as a single exponential with time constant $s$, which gives the spectral density
$$J(w)=\frac{s}{1+w^2s^2}.$$
The rates are
$$\frac1{T_1}=K\,[J(w)+4J(2w)],\qquad \frac1{T_2}=\frac K2\,[3J(0)+5J(w)+2J(2w)].$$
Here $w$ is an angular frequency, and $K$ stands for the squared dipolar coupling with its numerical prefactors.

In Lean, `spectralDensity s w` is $J(w)$, `rateOne` and `rateTwo` are the two rates, and `T1` and `T2` are their reciprocals. The main theorem, `T2_le_T1_and_eq_iff`, assumes `0 < K` and `0 < s`; the sign of `w` is free.

The rate formulas are taken as definitions, not derived from a spin Hamiltonian. The inequality therefore concerns this model, not spin relaxation in general. The formulas also presuppose motion fast compared with the dipolar coupling, so very large $s$ lies beyond their physical range.

## The ratio decides the inequality

Put $x=(ws)^2\ge0$. Then $J(0)=s$, $J(w)=s/(1+x)$ and $J(2w)=s/(1+4x)$. Over a common denominator,
$$\frac1{T_1}=Ks\,\frac{(1+4x)+4(1+x)}{(1+x)(1+4x)}=\frac{Ks(5+8x)}{(1+x)(1+4x)},$$
$$\frac1{T_2}=\frac{Ks}{2}\,\frac{3(1+x)(1+4x)+5(1+4x)+2(1+x)}{(1+x)(1+4x)}=\frac{Ks(10+37x+12x^2)}{2(1+x)(1+4x)}.$$
Dividing the second by the first cancels $K$, the prefactor $s$ and the denominator:
$$\frac{T_1}{T_2}=\frac{10+37x+12x^2}{2(5+8x)}=1+g,\qquad g=\frac{3x(7+4x)}{2(5+8x)}.$$
Since $g\ge0$, $T_2\le T_1$. Since $g=0$ only at $x=0$, and $s>0$, equality means $w=0$.

The Lean proof follows this route. `rates_pos` makes both times positive, `rates_closed_form` supplies the fractions, and `T1_div_T2` divides them; `generalize` replaces $(ws)^2$ by $x$, and `field_simp` with `ring` does the algebra. The main proof rewrites $T_1=(1+g)T_2$. Then `nlinarith` uses $gT_2\ge0$ for the inequality and $gT_2>0$ to rule out equality when $w\ne0$. At $w=0$, simplification gives equality.

## Dependence on frequency and correlation time

`ratio_strictMono` shows that $T_1/T_2$ increases strictly for $w\ge0$. For $0\le a<b$, now two values of $x$, cross-multiplying the corrections leaves the positive factor
$$(b-a)\,[35+20(a+b)+32ab].$$
Because the ratio depends only on $ws$, the same argument shows that it also increases strictly with $s$ at fixed $w\ne0$.

For correlation times $0<a<b$, `spectralDensity_drop` bounds the loss in $J$:
$$\frac{b-a}{8}-[J_a(w)-J_b(w)]=\frac{(b-a)\,[(w^2ab-3)^2+(wa-wb)^2]}{8(1+w^2a^2)(1+w^2b^2)}\ge0.$$
The bracket in $1/T_2$ therefore grows by at least $(3-\tfrac58-\tfrac28)(b-a)>0$. This is `T2_strictAnti`: $T_2$ falls as $s$ grows.

$T_1$ behaves differently. Differentiating $J$ gives $\partial J/\partial s=(1-w^2s^2)/(1+w^2s^2)^2$, and hence
$$\frac{\partial}{\partial s}\frac1{T_1}=K\,\frac{(1-x)(1+4x)^2+4(1-4x)(1+x)^2}{(1+x)^2(1+4x)^2}.$$
The numerator expands to $5-x-20x^2-32x^3$, as `rateOne_hasDerivAt` states. Its positive root, found numerically, puts the familiar $T_1$ minimum near $|w|s\approx0.616$.

## Extracting a correlation time

For data described by this single-correlation-time model, a measured ratio $r=T_1/T_2$ gives $s$ without knowledge of $K$. Code can solve
$$12x^2+(37-16r)x+10(1-r)=0$$
for its positive root when $r>1$ and set $s=\sqrt{x}/|w|$, with $w\ne0$. A ratio below one, beyond experimental error, signals data that the model cannot fit.
